# On fine uniform k-meshes of a two-band chain, sampling the band crossing puts the filled-band energy too high, and straddling it symmetrically puts it too low by about half as much

The model is a chain with two orbitals per cell and non-interacting, spinless electrons, one per cell, at zero temperature. The lattice constant is 1, so the crystal momentum k is dimensionless and the Brillouin zone is the interval from 0 to 2π. Energies are in units of the full bandwidth of one band.

```lean
import Mathlib

open Filter Topology
open scoped Real

namespace BandCrossingSampling

noncomputable section
```

The Bloch matrix H(k) is `bloch k`. It is real and symmetric, with diagonal entries ±(1 − cos k)/2 and off-diagonal entries sin(k)/2. A change of orbital basis that does not depend on k turns it into the familiar chain with alternating hoppings 1/2 and −1/2.

```lean
/-- A real two-band Bloch Hamiltonian on a chain, periodic in `k` with period `2π`. -/
def bloch (k : ℝ) : Matrix (Fin 2) (Fin 2) ℝ :=
  !![(1 - Real.cos k) / 2, Real.sin k / 2; Real.sin k / 2, -((1 - Real.cos k) / 2)]
```

The function e(k) = −|sin(k/2)| is `filledBand k`. Part (a) relates it to the matrix.

```lean
/-- The filled band `-|sin (k/2)|`. -/
def filledBand (k : ℝ) : ℝ := -|Real.sin (k / 2)|
```

The exact energy per cell, E_exact, is `bzEnergy`: the integral of e(k) over the zone, divided by 2π.

```lean
/-- Filled-band energy per cell: the average of the filled band over the Brillouin zone. -/
def bzEnergy : ℝ := (∫ k in (0 : ℝ)..2 * π, filledBand k) / (2 * π)
```

The sampled energy E_N(s) is `meshEnergy N s`. It is the plain average of e over the N points k_j = 2π(j + s)/N with j = 0, …, N − 1. The offset s = 0 puts a point at k = 0, and s = 1/2 shifts the mesh by half a spacing. In a tight-binding calculation, this is the loop that diagonalises H(k_j) at each point, keeps the lower eigenvalue and adds it with weight 1/N.

```lean
/-- Filled-band energy sampled on the `N` points `k = 2π(j + s)/N`, `j < N`, for `N ≥ 1`. -/
def meshEnergy (N : ℕ) (s : ℝ) : ℝ :=
  (∑ j ∈ Finset.range N, filledBand (2 * π * (j + s) / N)) / N
```

## (a) The bands of the Bloch matrix

Show that a real number E is an eigenvalue of H(k) exactly when it is e(k) or −e(k):

det(H(k) − E·1) = 0 ⇔ E = e(k) or E = −e(k).

**Solution.** Write p = (1 − cos k)/2 and q = sin(k)/2. Then

det(H(k) − E·1) = (p − E)(−p − E) − q² = E² − (p² + q²),

p² + q² = (1 − 2 cos k + cos²k + sin²k)/4 = (1 − cos k)/2 = sin²(k/2) = e(k)².

The condition is therefore E² = e(k)². The lower band is e(k), and the two bands touch where sin(k/2) = 0, at k = 2πn for integer n.

In the code, `hdet` is the determinant, `hp` is the trigonometric identity, and the last line solves E² = e(k)².

```lean
/-- The energies of the Bloch Hamiltonian are the filled band and its mirror image. -/
theorem bloch_spectrum (k E : ℝ) :
    (bloch k - E • (1 : Matrix (Fin 2) (Fin 2) ℝ)).det = 0 ↔
      E = filledBand k ∨ E = -filledBand k := by
  have hdet : ∀ p q : ℝ, (!![p, q; q, -p] - E • (1 : Matrix (Fin 2) (Fin 2) ℝ)).det =
      E ^ 2 - (p ^ 2 + q ^ 2) := by
    intro p q
    simp [Matrix.det_fin_two]
    ring
  have hp : ((1 - Real.cos k) / 2) ^ 2 + (Real.sin k / 2) ^ 2 = filledBand k ^ 2 := by
    have h := Real.cos_two_mul (k / 2)
    rw [show 2 * (k / 2) = k by ring] at h
    rw [filledBand, neg_sq, sq_abs]
    linear_combination (1 / 4) * Real.sin_sq_add_cos_sq k - (1 / 2) * h -
      Real.sin_sq_add_cos_sq (k / 2)
  rw [bloch, hdet, hp, sub_eq_zero, sq_eq_sq_iff_eq_or_eq_neg]
```

## (b) The exact energy

Show that the zone average of the filled band is

E_exact = −2/π.

**Solution.** For k between 0 and 2π, k/2 lies between 0 and π, so sin(k/2) ≥ 0 and e(k) = −sin(k/2). An antiderivative is 2 cos(k/2), and the integral is

2 cos π − 2 cos 0 = −4.

Division by 2π gives −2/π.

Here `hc` removes the absolute value under the integral, `hd` verifies the antiderivative, and `hi` supplies the integrability that the fundamental theorem of calculus asks for.

```lean
/-- The exact filled-band energy per cell is `-2/π`. -/
theorem bzEnergy_eq : bzEnergy = -(2 / π) := by
  have hd : ∀ k : ℝ, HasDerivAt (fun k : ℝ => 2 * Real.cos (k / 2))
      (-Real.sin (k / 2)) k := fun k =>
    (((hasDerivAt_id' k).div_const 2).cos.const_mul 2).congr_deriv (by ring)
  have hc : ∫ k in (0 : ℝ)..2 * π, filledBand k =
      ∫ k in (0 : ℝ)..2 * π, -Real.sin (k / 2) := by
    apply intervalIntegral.integral_congr
    intro k hk
    rw [Set.uIcc_of_le (by positivity)] at hk
    simp only [filledBand]
    rw [abs_of_nonneg (Real.sin_nonneg_of_nonneg_of_le_pi
      (by linarith [hk.1]) (by linarith [hk.2]))]
  have hi : IntervalIntegrable (fun k : ℝ => -Real.sin (k / 2))
      MeasureTheory.volume 0 (2 * π) :=
    Continuous.intervalIntegrable (by fun_prop) _ _
  rw [bzEnergy, hc, intervalIntegral.integral_eq_sub_of_hasDerivAt (fun k _ => hd k) hi,
    show 2 * π / 2 = π by ring, zero_div, Real.cos_pi, Real.cos_zero]
  ring
```

## (c) A telescoping sum of sines

For real x and s and any natural number n, show that

2 sin x · Σ_{j=0}^{n−1} sin(2x(j + s)) = cos(x(2s − 1)) − cos(x(2n + 2s − 1)).

**Solution.** Put θ_j = 2x(j + s). The product formula gives

2 sin x sin θ_j = cos(θ_j − x) − cos(θ_j + x).

Since θ_j + x = θ_{j+1} − x, neighbouring terms cancel in the sum. What remains is cos(θ_0 − x) − cos(θ_{n−1} + x), which is the right-hand side. For n = 0 both sides vanish.

Lean does the cancellation by induction on n: each step adds one term and expands the cosines of θ_n ± x.

```lean
/-- Multiplied by `2 sin x`, a sum of sines at spacing `2x` telescopes into a difference of two
boundary cosines. -/
theorem sum_sin_mesh (x s : ℝ) (n : ℕ) :
    2 * Real.sin x * ∑ j ∈ Finset.range n, Real.sin (2 * x * (j + s)) =
      Real.cos (x * (2 * s - 1)) - Real.cos (x * (2 * n + 2 * s - 1)) := by
  induction n with
  | zero => simp
  | succ n ih =>
    rw [Finset.sum_range_succ, mul_add, ih]
    push_cast
    rw [show x * (2 * (n : ℝ) + 2 * s - 1) = 2 * x * (n + s) - x by ring,
      show x * (2 * ((n : ℝ) + 1) + 2 * s - 1) = 2 * x * (n + s) + x by ring,
      Real.cos_sub, Real.cos_add]
    ring
```

## (d) A positive denominator

For N ≥ 1, show that

sin(π/(2N)) > 0.

**Solution.** The angle satisfies 0 < π/(2N) ≤ π/2 < π, and the sine is positive between 0 and π. The code checks the same two bounds on the angle.

```lean
/-- For `N ≥ 1` the sine of `π/(2N)` is positive. -/
theorem sin_mesh_pos {N : ℕ} (hN : 1 ≤ N) : 0 < Real.sin (π / (2 * N)) := by
  have hN' : (1 : ℝ) ≤ N := by exact_mod_cast hN
  refine Real.sin_pos_of_pos_of_lt_pi (by positivity) ?_
  rw [div_lt_iff₀ (by positivity)]
  nlinarith [Real.pi_pos]
```

## (e) The sampled energy for any offset

For N ≥ 1 and 0 ≤ s ≤ 1, show that

E_N(s) = −cos((π/(2N))(2s − 1)) / (N sin(π/(2N))).

**Solution.** Set x = π/(2N). Then k_j/2 = 2x(j + s) = π(j + s)/N. Because j + s ≤ N, this angle lies between 0 and π, and e(k_j) = −sin(2x(j + s)). In part (c) with n = N, the last cosine has the argument π + x(2s − 1), so it equals −cos(x(2s − 1)). Hence

2 sin x · Σ_j sin(2x(j + s)) = 2 cos(x(2s − 1)).

Dividing by 2N sin x, which is positive by (d), and restoring the minus sign gives the claim.

The range of s includes every uniform mesh, since s and s + 1 give the same points modulo 2π. In the code, `hsum` removes the absolute values and `tel` is the telescoped sum.

```lean
/-- Closed form of the sampled energy for `N ≥ 1` points and any mesh offset `0 ≤ s ≤ 1`. -/
theorem meshEnergy_eq {N : ℕ} (hN : 1 ≤ N) {s : ℝ} (h0 : 0 ≤ s) (h1 : s ≤ 1) :
    meshEnergy N s =
      -(Real.cos (π / (2 * N) * (2 * s - 1)) / (N * Real.sin (π / (2 * N)))) := by
  have hNpos : (0 : ℝ) < N := by exact_mod_cast hN
  -- on the mesh k/2 lies in [0, π], so the absolute value can be dropped
  have hsum : ∑ j ∈ Finset.range N, filledBand (2 * π * (j + s) / N) =
      -∑ j ∈ Finset.range N, Real.sin (2 * (π / (2 * N)) * (j + s)) := by
    rw [← Finset.sum_neg_distrib]
    apply Finset.sum_congr rfl
    intro j hj
    have hj' : (j : ℝ) + 1 ≤ N := by
      exact_mod_cast Nat.succ_le_of_lt (Finset.mem_range.mp hj)
    have hle : 2 * (π / (2 * N)) * (j + s) ≤ π := by
      have hq : ((j : ℝ) + s) / N ≤ 1 := (div_le_one hNpos).2 (by linarith)
      calc 2 * (π / (2 * N)) * (j + s) = π * ((j + s) / N) := by ring
        _ ≤ π := by nlinarith [Real.pi_pos]
    rw [filledBand, show 2 * π * (j + s) / N / 2 = 2 * (π / (2 * N)) * (j + s) by ring,
      abs_of_nonneg (Real.sin_nonneg_of_nonneg_of_le_pi (by positivity) hle)]
  have tel := sum_sin_mesh (π / (2 * N)) s N
  have hx : π / (2 * (N : ℝ)) * (2 * N) = π := div_mul_cancel₀ _ (by positivity)
  rw [show π / (2 * (N : ℝ)) * (2 * N + 2 * s - 1) = π / (2 * N) * (2 * s - 1) + π by
    linear_combination hx, Real.cos_add_pi] at tel
  rw [meshEnergy, hsum, neg_div, neg_inj,
    div_eq_div_iff hNpos.ne' (mul_pos hNpos (sin_mesh_pos hN)).ne']
  linear_combination ((N : ℝ) / 2) * tel
```

## (f) The mesh on the crossing and the mesh astride it

For N ≥ 1, show that

E_N(0) = −cot(π/(2N))/N,

E_N(1/2) = −1/(N sin(π/(2N))).

**Solution.** In (e), s = 0 gives cos(−π/(2N)) = cos(π/(2N)) in the numerator, and s = 1/2 gives cos 0 = 1. For N = 1 the values are 0 and −1, the band energies at k = 0 and k = π.

```lean
/-- For `N ≥ 1`, the mesh starting at `k = 0` gives `-cot(π/(2N))/N`, and the half-shifted
mesh gives `-1/(N sin(π/(2N)))`. -/
theorem meshEnergy_special {N : ℕ} (hN : 1 ≤ N) :
    meshEnergy N 0 = -(Real.cot (π / (2 * N)) / N) ∧
      meshEnergy N (1 / 2) = -(1 / (N * Real.sin (π / (2 * N)))) := by
  constructor
  · rw [meshEnergy_eq hN le_rfl zero_le_one,
      show π / (2 * (N : ℝ)) * (2 * 0 - 1) = -(π / (2 * N)) by ring,
      Real.cos_neg, Real.cot_eq_cos_div_sin, div_div, mul_comm (N : ℝ)]
  · rw [meshEnergy_eq hN (by norm_num) (by norm_num),
      show π / (2 * (N : ℝ)) * (2 * (1 / 2) - 1) = 0 by ring, Real.cos_zero]
```

## (g) The cubic term and its remainder

For |a| ≤ 1 and 0 < x ≤ 1, show that

|(x cos(xa) − sin x)/x³ − (1/6 − a²/2)| ≤ x.

**Solution.** Write cos(xa) = 1 − (xa)²/2 + r and sin x = x − x³/6 + t. Then

x cos(xa) − sin x = x³(1/6 − a²/2) + x r − t.

Taylor's theorem gives |r| ≤ x⁴/24 and |t| ≤ x⁵/120 ≤ x⁴/120. Thus |x r − t| ≤ x⁴/20 ≤ x⁴, and division by x³ leaves at most x.

The identity `e` is this splitting. The remainder bounds come from Mathlib's `Real.cos_bound` and `Real.sin_bound`, whose constants need not be those above but suffice for the same estimate.

```lean
/-- For `0 < x ≤ 1` and `|a| ≤ 1`, the ratio `(x cos(xa) - sin x)/x³` differs from
`1/6 - a²/2` by at most `x`. -/
theorem cubic_remainder {a x : ℝ} (ha : |a| ≤ 1) (hx : 0 < x) (hx1 : x ≤ 1) :
    |(x * Real.cos (x * a) - Real.sin x) / x ^ 3 - (1 / 6 - a ^ 2 / 2)| ≤ x := by
  have hxa : |x * a| ≤ x := by
    rw [abs_mul, abs_of_pos hx]
    exact mul_le_of_le_one_right hx.le ha
  have hs := Real.sin_bound (x := x) (by rwa [abs_of_pos hx])
  have hc := Real.cos_bound (hxa.trans hx1)
  rw [abs_of_pos hx] at hs
  have h4 : |x * a| ^ 4 ≤ x ^ 4 := pow_le_pow_left₀ (abs_nonneg _) hxa 4
  have hP : |x * (Real.cos (x * a) - (1 - (x * a) ^ 2 / 2))| ≤
      |Real.cos (x * a) - (1 - (x * a) ^ 2 / 2)| := by
    rw [abs_mul, abs_of_pos hx]
    exact mul_le_of_le_one_left (abs_nonneg _) hx1
  have e : (x * Real.cos (x * a) - Real.sin x) / x ^ 3 - (1 / 6 - a ^ 2 / 2) =
      (x * (Real.cos (x * a) - (1 - (x * a) ^ 2 / 2)) -
        (Real.sin x - (x - x ^ 3 / 6))) / x ^ 3 := by
    field_simp
    ring
  have hx4 : 0 < x ^ 4 := by positivity
  have h5 : x ^ 5 ≤ x ^ 4 := by
    calc x ^ 5 = x ^ 4 * x := by ring
      _ ≤ x ^ 4 := mul_le_of_le_one_right hx4.le hx1
  rw [e, abs_div, abs_of_pos (pow_pos hx 3), div_le_iff₀ (pow_pos hx 3),
    show x * x ^ 3 = x ^ 4 by ring]
  have b1 := abs_le.1 (hP.trans hc)
  have b2 := abs_le.1 hs
  exact abs_le.2 ⟨by linarith [b1.1, b2.2], by linarith [b1.2, b2.1]⟩
```

## (h) The scaled error for any offset

For 0 ≤ s ≤ 1, show that as N → ∞

N²(E_N(s) − E_exact) → π(2s − 1)²/4 − π/12.

**Solution.** Let a = 2s − 1 and x = π/(2N), so N = π/(2x). From (b) and (e),

E_N(s) − E_exact = 2/π − 2x cos(xa)/(π sin x) = −(2/π)(x cos(xa) − sin x)/sin x.

Multiplying by N² = π²/(4x²) gives

N²(E_N(s) − E_exact) = −(π/2) · [(x cos(xa) − sin x)/x³] / [sin x / x].

As N grows, x tends to 0 from above. The first bracket tends to 1/6 − a²/2 by (g), and the second tends to 1. The limit is −(π/2)(1/6 − a²/2) = πa²/4 − π/12.

In the statement, `Tendsto … atTop` is the limit N → ∞. In the proof, `hg` and `hsinc` are the limits of the two brackets, `hx` says that π/(2N) approaches 0 through positive values, and the closing lines verify the rewriting of the error for N ≥ 1.

```lean
/-- For a mesh offset `0 ≤ s ≤ 1`, the sampling error of the filled-band energy times `N²`
tends to `π(2s-1)²/4 - π/12`. -/
theorem mesh_error_limit {s : ℝ} (h0 : 0 ≤ s) (h1 : s ≤ 1) :
    Tendsto (fun N : ℕ => (N : ℝ) ^ 2 * (meshEnergy N s - bzEnergy)) atTop
      (𝓝 (π * (2 * s - 1) ^ 2 / 4 - π / 12)) := by
  have hg : Tendsto (fun x : ℝ => (x * Real.cos (x * (2 * s - 1)) - Real.sin x) / x ^ 3)
      (𝓝[>] 0) (𝓝 (1 / 6 - (2 * s - 1) ^ 2 / 2)) := by
    rw [tendsto_iff_norm_sub_tendsto_zero]
    refine squeeze_zero' (Eventually.of_forall fun _ => norm_nonneg _) ?_
      (tendsto_id.mono_left nhdsWithin_le_nhds)
    filter_upwards [Ioc_mem_nhdsGT (zero_lt_one : (0 : ℝ) < 1)] with x hx
    exact cubic_remainder (abs_le.2 ⟨by linarith, by linarith⟩) hx.1 hx.2
  have hsinc := (Real.continuous_sinc.tendsto 0).mono_left
    (nhdsWithin_le_nhds (s := Set.Ioi 0))
  rw [Real.sinc_zero] at hsinc
  have hx : Tendsto (fun N : ℕ => π / (2 * (N : ℝ))) atTop (𝓝[>] 0) := by
    refine tendsto_nhdsWithin_iff.2
      ⟨(tendsto_const_div_atTop_nhds_zero_nat (π / 2)).congr (fun N => by ring), ?_⟩
    filter_upwards [eventually_ge_atTop 1] with N hN
    have hNpos : (0 : ℝ) < N := by exact_mod_cast hN
    exact Set.mem_Ioi.2 (by positivity)
  have h := ((hg.div hsinc one_ne_zero).comp hx).const_mul (-(π / 2))
  rw [show -(π / 2) * ((1 / 6 - (2 * s - 1) ^ 2 / 2) / 1) =
    π * (2 * s - 1) ^ 2 / 4 - π / 12 by ring] at h
  -- the scaled error is -π/2 times the cubic ratio divided by sin x / x, with x = π/(2N)
  refine h.congr' ?_
  filter_upwards [eventually_ge_atTop 1] with N hN
  have hNpos : (0 : ℝ) < N := by exact_mod_cast hN
  have hS := (sin_mesh_pos hN).ne'
  have hx0 : π / (2 * (N : ℝ)) ≠ 0 := by positivity
  simp only [Function.comp_apply, Pi.div_apply]
  rw [meshEnergy_eq hN h0 h1, bzEnergy_eq, Real.sinc_of_ne_zero hx0]
  generalize Real.cos (π / (2 * (N : ℝ)) * (2 * s - 1)) = c
  generalize Real.sin (π / (2 * (N : ℝ))) = S at hS ⊢
  field_simp
  ring
```

## (i) Opposite signs, in the ratio two to one

Show that as N → ∞

N²(E_N(0) − E_exact) → π/6,

N²(E_N(1/2) − E_exact) → −π/12.

**Solution.** Put s = 0 and s = 1/2 in (h): π/4 − π/12 = π/6, and 0 − π/12 = −π/12.

For all sufficiently large N, the mesh through the crossing therefore gives too high an energy and the half-shifted mesh too low a one.

With N = 10, a calculation returns about −0.63138 on the unshifted mesh and −0.63925 on the shifted one, against the exact −0.63662. The errors are about +0.005245 and −0.002626, while π/600 and −π/1200 are about +0.005236 and −0.002618. In this one-dimensional, non-interacting model, the choice between a mesh containing k = 0 and a half-shifted one thus decides the sign of the leading sampling error in the band energy.

```lean
/-- The energy error times `N²` tends to `π/6` on the mesh starting at `k = 0` and to
`-π/12` on the half-shifted mesh. -/
theorem crossing_error_limits :
    Tendsto (fun N : ℕ => (N : ℝ) ^ 2 * (meshEnergy N 0 - bzEnergy)) atTop (𝓝 (π / 6)) ∧
    Tendsto (fun N : ℕ => (N : ℝ) ^ 2 * (meshEnergy N (1 / 2) - bzEnergy)) atTop
      (𝓝 (-(π / 12))) := by
  constructor
  · have h := mesh_error_limit (s := 0) le_rfl zero_le_one
    rwa [show π * (2 * 0 - 1) ^ 2 / 4 - π / 12 = π / 6 by ring] at h
  · have h := mesh_error_limit (s := 1 / 2) (by norm_num) (by norm_num)
    rwa [show π * (2 * (1 / 2) - 1) ^ 2 / 4 - π / 12 = -(π / 12) by ring] at h

end

end BandCrossingSampling
```

```lean
#print axioms BandCrossingSampling.bloch_spectrum
-- 'BandCrossingSampling.bloch_spectrum' depends on axioms: [propext, Classical.choice, Quot.sound]
#print axioms BandCrossingSampling.bzEnergy_eq
-- 'BandCrossingSampling.bzEnergy_eq' depends on axioms: [propext, Classical.choice, Quot.sound]
#print axioms BandCrossingSampling.meshEnergy_special
-- 'BandCrossingSampling.meshEnergy_special' depends on axioms: [propext, Classical.choice, Quot.sound]
#print axioms BandCrossingSampling.crossing_error_limits
-- 'BandCrossingSampling.crossing_error_limits' depends on axioms: [propext, Classical.choice, Quot.sound]
```
